# A stable lattice with neutral charges has a definite, nonnegative static polarisability

If one tries to invert the force matrix of an ionic crystal to find how its ions shift in a static electric field, the calculation breaks down. Moving all ions together costs no energy, so the matrix is singular. A static response may then fail to exist, and where one exists it is fixed only up to a translation, which leaves it in doubt whether the induced dipole has a definite value.

The problems below settle this for a harmonic lattice with finitely many sites and one displacement component per site. In that restricted setting they concern the lattice part of the static dielectric response, which electronic-structure codes compute from force constants and effective charges.

## Sites, forces and charges

The finite type `n` labels the N sites. The vector u holds their displacements, Z their charges, and F the force constants. Lean writes `F *ᵥ u` for the matrix acting on a vector and `⬝ᵥ` for the dot product, written · here.

```lean
import Mathlib

open Matrix

namespace LatticePolarisability

variable {n : Type*} [Fintype n] {F : Matrix n n ℝ} {Z : n → ℝ}
```

Three conditions define a stable lattice. `symm` says that F is symmetric, as second derivatives of an energy are. `nonneg` says that no displacement lowers the elastic energy u·Fu/2. `ker` says that F u = 0 exactly for uniform translations: the crystal can move freely as a whole, and every other displacement meets a restoring force. A three-dimensional cell has three independent translations and would need a different kernel condition.

```lean
/-- A force matrix, with one displacement component per site, that is symmetric, has nonnegative
elastic energy, and gives no restoring force exactly for the uniform translations. -/
structure IsStableLattice (F : Matrix n n ℝ) : Prop where
  symm : Fᵀ = F
  nonneg : ∀ u : n → ℝ, 0 ≤ u ⬝ᵥ F *ᵥ u
  ker : ∀ u : n → ℝ, F *ᵥ u = 0 ↔ ∃ c : ℝ, u = fun _ => c
```

The "force" F u is the external force that holds the displacement u in place; the restoring force is −F u. A field E exerts the force E Z, so F u = Z describes the response to a unit field, and Z·u is its dipole per unit field: the polarisability, without volume factors or the electrons' response at fixed ions. The energy in the field is

U(v) = v·Fv/2 − E Z·v.

```lean
/-- Energy of the displacement `u` in a uniform field `E`: the elastic energy minus the work
done by the field on the charges `Z`. -/
noncomputable def fieldEnergy (F : Matrix n n ℝ) (Z : n → ℝ) (E : ℝ) (u : n → ℝ) : ℝ :=
  u ⬝ᵥ F *ᵥ u / 2 - E * (Z ⬝ᵥ u)
```

The hypotheses leave one step to the physicist: identifying F and Z with the zone-centre force constants and effective charges of a real crystal, both taken at zero macroscopic field, along one decoupled direction.

## (a) Exchanging two displacements

Show that the forces of v do the same work along u as the forces of u do along v:

u·Fv = v·Fu.

Write out the sums and use F_ij = F_ji:

u·Fv = Σ_ij u_i F_ij v_j = Σ_ij v_j F_ji u_i = v·Fu.

The Lean proof moves F to the other factor as a transpose, then applies `h.symm`.

```lean
/-- Reciprocity in a stable lattice: the work of the forces of `v` along `u` equals the work of
the forces of `u` along `v`. -/
theorem IsStableLattice.reciprocity (h : IsStableLattice F) (u v : n → ℝ) :
    u ⬝ᵥ F *ᵥ v = v ⬝ᵥ F *ᵥ u := by
  rw [Matrix.dotProduct_mulVec, ← Matrix.mulVec_transpose, h.symm, dotProduct_comm]
```

## (b) The total force

Show that the forces of any displacement add up to zero:

Σ_i (F u)_i = 0.

Let 1 be the vector with every entry equal to one. It is a translation, so F1 = 0. By (a),

Σ_i (F u)_i = 1·Fu = u·F1 = 0.

In Lean, `h1` is F1 = 0 and `h2` is the exchange.

```lean
/-- In a stable lattice the internal forces of any displacement add up to zero. -/
theorem IsStableLattice.sum_force (h : IsStableLattice F) (u : n → ℝ) :
    ∑ i, (F *ᵥ u) i = 0 := by
  have h1 : F *ᵥ (fun _ => (1 : ℝ)) = 0 := (h.ker _).2 ⟨1, rfl⟩
  have h2 := h.reciprocity (fun _ => (1 : ℝ)) u
  rw [h1, dotProduct_zero] at h2
  simpa [dotProduct] using h2
```

## (c) Displacements without elastic energy

Show that a displacement which costs no energy produces no force:

u·Fu = 0 implies F u = 0.

Put w = F u, a = w·w and b = w·Fw ≥ 0. By (a), u·Fw = w·Fu = a. For every real t, positivity gives

0 ≤ (u − t w)·F(u − t w) = −2ta + t²b.

Choose t = a/(b + 1), so that a = t(b + 1). The right-hand side becomes

−2t²(b + 1) + t²b = −t²(b + 2).

This is nonnegative only if t = 0. Then a = 0, and so w = 0.

Lean obtains this t in `ht`, expands the inequality in `h0`, and reaches t² ≤ 0 in `h3`.

```lean
/-- In a stable lattice a displacement that costs no elastic energy produces no force. -/
theorem IsStableLattice.force_eq_zero (h : IsStableLattice F) {u : n → ℝ}
    (hu : u ⬝ᵥ F *ᵥ u = 0) : F *ᵥ u = 0 := by
  have hb := h.nonneg (F *ᵥ u)
  have r := h.reciprocity u (F *ᵥ u)
  -- for a suitable t, the displacement u - t F u must still have nonnegative elastic energy
  obtain ⟨t, ht⟩ : ∃ t : ℝ, (F *ᵥ u) ⬝ᵥ (F *ᵥ u)
      = t * ((F *ᵥ u) ⬝ᵥ F *ᵥ (F *ᵥ u) + 1) :=
    ⟨(F *ᵥ u) ⬝ᵥ (F *ᵥ u) / ((F *ᵥ u) ⬝ᵥ F *ᵥ (F *ᵥ u) + 1),
      (div_mul_cancel₀ _ (by linarith)).symm⟩
  have h0 := h.nonneg (u - t • (F *ᵥ u))
  simp only [Matrix.mulVec_sub, Matrix.mulVec_smul, sub_dotProduct, dotProduct_sub,
    smul_dotProduct, dotProduct_smul, smul_eq_mul] at h0
  rw [hu, r, ht] at h0
  have h3 : t ^ 2 ≤ 0 := by nlinarith [mul_nonneg (sq_nonneg t) hb]
  have h4 : t = 0 :=
    (pow_eq_zero_iff (two_ne_zero : (2 : ℕ) ≠ 0)).1 (le_antisymm h3 (sq_nonneg t))
  rw [h4, zero_mul] at ht
  exact dotProduct_self_eq_zero.1 ht
```

## (d) When a static response exists

Show that F u = Z has a solution u exactly when

Σ_i Z_i = 0.

If F u = Z, the charges sum to zero by (b).

For the converse, let S(u) = Σ_j u_j and add a penalty on the total displacement:

L u = F u + S(u) 1.

With no sites there is nothing to show, so let N ≥ 1. By (b),

Σ_i (L u)_i = N S(u).

Hence, if the entries of L u sum to zero, then S(u) = 0 and L u = F u.

Apply this first to L u = 0. It gives F u = 0, so u = c1 for some number c, and S(u) = Nc = 0 gives c = 0. Thus L is injective, and in finite dimension it is also surjective. Now solve L u = Z. Since Z sums to zero, F u = L u = Z.

In the Lean proof, `cancel` divides by N, `key` shows that L and F agree on such a u, and `inj` is the injectivity.

```lean
/-- In a stable lattice the charges `Z` admit a static displacement response `F u = Z` exactly
when they add up to zero. -/
theorem IsStableLattice.solvable_iff (h : IsStableLattice F) :
    (∃ u, F *ᵥ u = Z) ↔ ∑ i, Z i = 0 := by
  constructor
  · rintro ⟨u, rfl⟩
    exact h.sum_force u
  intro hZ
  -- penalise the total displacement, which removes the translations from the kernel
  obtain ⟨L, hL⟩ : ∃ L : (n → ℝ) →ₗ[ℝ] (n → ℝ),
      ∀ u i, L u i = (F *ᵥ u) i + ∑ j, u j :=
    ⟨{ toFun := fun u i => (F *ᵥ u) i + ∑ j, u j
       map_add' := by
        intro u v
        ext i
        simp only [Matrix.mulVec_add, Pi.add_apply, Finset.sum_add_distrib]
        ring
       map_smul' := by
        intro c u
        ext i
        simp [Matrix.mulVec_smul, Finset.mul_sum, mul_add] }, fun _ _ => rfl⟩
  have cancel : ∀ c : ℝ, ∑ _i : n, c = 0 → ∀ _i : n, c = 0 := by
    intro c hc i
    have : Nonempty n := ⟨i⟩
    rw [Finset.sum_const, Finset.card_univ, nsmul_eq_mul] at hc
    exact (mul_eq_zero.1 hc).resolve_left (Nat.cast_ne_zero.2 Fintype.card_ne_zero)
  have key : ∀ u, ∑ i, L u i = 0 → F *ᵥ u = L u ∧ ∀ _i : n, ∑ j, u j = 0 := by
    intro u hu
    simp only [hL] at hu
    rw [Finset.sum_add_distrib, h.sum_force, zero_add] at hu
    have hs := cancel _ hu
    exact ⟨by ext i; rw [hL, hs i, add_zero], hs⟩
  have inj : Function.Injective L := by
    rw [← LinearMap.ker_eq_bot, LinearMap.ker_eq_bot']
    intro u hu
    obtain ⟨hF, hs⟩ := key u (by rw [hu]; simp)
    obtain ⟨c, rfl⟩ := (h.ker u).1 (hF.trans hu)
    ext i
    exact cancel c (hs i) i
  obtain ⟨u, hu⟩ := LinearMap.injective_iff_surjective.1 inj Z
  exact ⟨u, (key u (by rw [hu]; exact hZ)).1.trans hu⟩
```

## (e) The value of the polarisability

Add to (d) that, if F u = Z and F v = Z, then

Z·v = Z·u,

Z·u ≥ 0,

Z·u = 0 exactly when Z = 0.

The first relation follows from (a):

Z·v = v·Fu = u·Fv = Z·u.

For the second, Z·u = u·Fu, which is twice the elastic energy of the response and therefore nonnegative. If it vanishes, (c) gives Z = F u = 0; the reverse direction is immediate.

The theorem joins these statements to the criterion of (d). The identity `e` carries the energy argument, and the `calc` block is the chain above.

```lean
/-- Static lattice polarisability: in a stable lattice a response `F u = Z` exists exactly for
neutral charges, and then `Z · u` is the same for all responses, nonnegative, and zero exactly
when all charges vanish. -/
theorem lattice_polarisability (h : IsStableLattice F) (Z : n → ℝ) :
    ((∃ u, F *ᵥ u = Z) ↔ ∑ i, Z i = 0) ∧
    ∀ u, F *ᵥ u = Z →
      (∀ v, F *ᵥ v = Z → Z ⬝ᵥ v = Z ⬝ᵥ u) ∧ 0 ≤ Z ⬝ᵥ u ∧ (Z ⬝ᵥ u = 0 ↔ Z = 0) := by
  refine ⟨h.solvable_iff, fun u hu => ?_⟩
  -- the polarisability is twice the elastic energy of the response
  have e : Z ⬝ᵥ u = u ⬝ᵥ F *ᵥ u := by rw [hu, dotProduct_comm]
  refine ⟨fun v hv => ?_, e ▸ h.nonneg u, fun h0 => ?_, fun h0 => ?_⟩
  · calc Z ⬝ᵥ v = v ⬝ᵥ F *ᵥ u := by rw [hu, dotProduct_comm]
      _ = u ⬝ᵥ F *ᵥ v := h.reciprocity v u
      _ = Z ⬝ᵥ u := by rw [hv, dotProduct_comm]
  · exact hu.symm.trans (h.force_eq_zero (e.symm.trans h0))
  · rw [h0, zero_dotProduct]
```

The same exchange gives a neighbouring result, left here without a Lean proof: for two charge vectors Z and W with F u = Z and F v = W, the mixed responses agree, W·u = Z·v.

In a first-principles calculation, effective charges obtained with finite grids usually sum to a small nonzero number. A common correction subtracts their mean from each charge:

Z_i → Z_i − (1/N) Σ_j Z_j.

Finite grids usually spoil F1 = 0 too, so the force constants need a correction of their own. Once F meets the conditions for a stable lattice, the corrected system is solvable by (d). One can then fix one site at zero displacement, drop its equation and solve for the others. The dropped equation holds because both sides of F u = Z sum to zero, and by (e) the choice of fixed site does not affect Z·u.

## (f) The energy minimum in a field

Let F u = Z and α = Z·u. Show that every displacement v satisfies

U(v) ≥ −αE²/2,

with equality exactly when F v = E Z.

Put d = v − E u. Since u·Fv = v·Fu = Z·v,

d·Fd = v·Fv − 2E Z·v + E²α = 2(U(v) + αE²/2).

The left-hand side is nonnegative, which gives the bound. Equality means d·Fd = 0. By (c) this is the same as F d = 0, that is, F v = E Z.

Lean calls the completed square `sq`; the `linear_combination` line inserts the exchange relation `r`.

```lean
/-- If `F u = Z` in a stable lattice, the energy in a field `E` is at least `-(Z · u) E² / 2`,
with equality exactly for the displacements `v` that satisfy `F v = E Z`. -/
theorem fieldEnergy_min (h : IsStableLattice F) {u : n → ℝ} (hu : F *ᵥ u = Z)
    (E : ℝ) (v : n → ℝ) :
    -(Z ⬝ᵥ u) * E ^ 2 / 2 ≤ fieldEnergy F Z E v ∧
    (fieldEnergy F Z E v = -(Z ⬝ᵥ u) * E ^ 2 / 2 ↔ F *ᵥ v = E • Z) := by
  have r := h.reciprocity u v
  rw [hu, dotProduct_comm v Z] at r
  have hF : F *ᵥ (v - E • u) = F *ᵥ v - E • Z := by
    rw [Matrix.mulVec_sub, Matrix.mulVec_smul, hu]
  -- complete the square around the static response
  have sq : (v - E • u) ⬝ᵥ F *ᵥ (v - E • u)
      = 2 * (fieldEnergy F Z E v + (Z ⬝ᵥ u) * E ^ 2 / 2) := by
    rw [hF]
    simp only [fieldEnergy, sub_dotProduct, dotProduct_sub, smul_dotProduct,
      dotProduct_smul, smul_eq_mul]
    rw [dotProduct_comm v Z, dotProduct_comm u Z]
    linear_combination (-E) * r
  have pos := h.nonneg (v - E • u)
  refine ⟨by linarith, fun he => ?_, fun hv => ?_⟩
  · exact sub_eq_zero.1 (hF.symm.trans (h.force_eq_zero (by rw [sq, he]; ring)))
  · rw [hF, hv, sub_self, dotProduct_zero] at sq
    linarith
```

## (g) Forces in a diatomic cell

Two atoms, numbered 0 and 1 as in Lean, are joined by a spring of constant k.

```lean
/-- Force matrix of two atoms joined by a spring of constant `k`. -/
def diatomic (k : ℝ) : Matrix (Fin 2) (Fin 2) ℝ := !![k, -k; -k, k]
```

Show that

F u = (k(u_0 − u_1), −k(u_0 − u_1)).

The rows of F are (k, −k) and (−k, k). Multiplying them by u gives the two entries, which Lean checks one at a time.

```lean
/-- The forces in the diatomic cell are opposite and proportional to the relative displacement. -/
theorem diatomic_mulVec (k : ℝ) (u : Fin 2 → ℝ) :
    diatomic k *ᵥ u = ![k * (u 0 - u 1), -(k * (u 0 - u 1))] := by
  ext i
  fin_cases i <;> simp [diatomic, Matrix.mulVec, dotProduct, Fin.sum_univ_two] <;> ring
```

## (h) Stability of the diatomic cell

For k > 0, show that this F meets the three conditions for a stable lattice, with

u·Fu = k(u_0 − u_1)².

The matrix is symmetric by inspection. From (g),

u·Fu = u_0 k(u_0 − u_1) − u_1 k(u_0 − u_1) = k(u_0 − u_1)² ≥ 0.

Since k ≠ 0, F u = 0 holds exactly when u_0 = u_1, which is a uniform translation. The fields `symm`, `nonneg` and `ker` record these three facts.

```lean
/-- The diatomic cell with a positive spring constant is a stable lattice. -/
theorem diatomic_witness {k : ℝ} (hk : 0 < k) : IsStableLattice (diatomic k) where
  symm := by
    ext i j
    fin_cases i <;> fin_cases j <;> rfl
  nonneg u := by
    have e : u ⬝ᵥ diatomic k *ᵥ u = k * (u 0 - u 1) ^ 2 := by
      rw [diatomic_mulVec, dotProduct, Fin.sum_univ_two]
      change u 0 * (k * (u 0 - u 1)) + u 1 * (-(k * (u 0 - u 1))) = _
      ring
    rw [e]
    positivity
  ker u := by
    rw [diatomic_mulVec]
    constructor
    · intro h
      have h0 : k * (u 0 - u 1) = 0 := congrFun h 0
      have h1 : u 0 - u 1 = 0 := (mul_eq_zero.1 h0).resolve_left hk.ne'
      refine ⟨u 0, ?_⟩
      ext i
      fin_cases i
      · rfl
      · exact (sub_eq_zero.1 h1).symm
    · rintro ⟨c, rfl⟩
      ext i
      fin_cases i <;> simp
```

## (i) Polarisability of the diatomic cell

Give the atoms charges q and −q, with k > 0. Show that a static response exists and that every such response has

Z·u = q²/k.

The charges sum to zero, so (h) and (d) provide a response. The first entry of F u = Z reads k(u_0 − u_1) = q. Therefore

Z·u = q(u_0 − u_1) = q²/k.

For q ≠ 0 a softer spring gives a larger polarisability, and the sign of q has no effect. In Lean, `h0` is the first entry of the force equation, and multiplying it by q finishes the proof.

```lean
/-- Two atoms with charges `q` and `-q` on a spring of constant `k > 0` have a static response,
and every such response gives the polarisability `q² / k`. -/
theorem diatomic_polarisability {k : ℝ} (hk : 0 < k) (q : ℝ) :
    (∃ u, diatomic k *ᵥ u = ![q, -q]) ∧
    ∀ u, diatomic k *ᵥ u = ![q, -q] → ![q, -q] ⬝ᵥ u = q ^ 2 / k := by
  refine ⟨(diatomic_witness hk).solvable_iff.2 (by simp [Fin.sum_univ_two]), fun u hu => ?_⟩
  rw [diatomic_mulVec] at hu
  have h0 : k * (u 0 - u 1) = q := congrFun hu 0
  rw [dotProduct, Fin.sum_univ_two, eq_div_iff hk.ne']
  change (q * u 0 + -q * u 1) * k = q ^ 2
  linear_combination q * h0

end LatticePolarisability
```

```lean
#print axioms LatticePolarisability.lattice_polarisability
#print axioms LatticePolarisability.fieldEnergy_min
#print axioms LatticePolarisability.diatomic_polarisability
```

```
'LatticePolarisability.lattice_polarisability' depends on axioms: [propext, Classical.choice, Quot.sound]
'LatticePolarisability.fieldEnergy_min' depends on axioms: [propext, Classical.choice, Quot.sound]
'LatticePolarisability.diatomic_polarisability' depends on axioms: [propext, Classical.choice, Quot.sound]
```
